# n Cholesky orbitals that reproduce the density matrix of n orthonormal orbitals are a unitary mixing of them

Take n orthonormal occupied orbitals in a finite basis. Any n columns that factorise their density matrix are again orthonormal, span the same occupied space, and arise from the original orbitals by a unitary mixing. For real orbitals, a triangular shape with positive diagonal on chosen pivot rows leaves at most one such factor.

The physical question is whether a Cholesky decomposition of the density matrix, which never looks at the individual orbitals, returns legitimate occupied orbitals. A factor with n columns reproduces the density matrix by construction; the results below add that its columns are orthonormal and span the occupied space. In a single determinant, as in Hartree–Fock or Kohn–Sham calculations, they can therefore replace the canonical orbitals, and the determinant changes at most by a phase.

## Orbitals, density and overlap

The m basis functions have overlap matrix S. The columns of the m × n matrix C hold the coefficients of the occupied orbitals, and those of L hold the candidate Cholesky orbitals. In Lean, `𝕜` stands for ℝ or ℂ, and `m` and `n` are finite index types as well as the names of the two sizes. The symbol ᴴ is the conjugate transpose, which over ℝ is the plain transpose, so that "unitary" then reads "orthogonal".

```lean
import Mathlib

open Matrix

namespace CholeskyOrbitals

noncomputable section

variable {𝕜 m n : Type*} [RCLike 𝕜] [Fintype m] [Fintype n] [DecidableEq n]
```

The density matrix is P = C Cᴴ for one spin, without the factor 2 of the closed-shell convention.

```lean
/-- The density matrix `C Cᴴ` of the orbitals whose coefficients are the columns of `C`. -/
def density {𝕜 m n : Type*} [RCLike 𝕜] [Fintype n] (C : Matrix m n 𝕜) : Matrix m m 𝕜 :=
  C * Cᴴ
```

Orthonormality is taken in the metric of the basis: Cᴴ S C = 1. Together with P = C Cᴴ it gives P S P = P, so the fractional occupations of a correlated density are excluded. The definition accepts any square S; a physical overlap matrix is also Hermitian and positive definite, but the proofs need neither property.

```lean
/-- The orbitals in the columns of `C` are orthonormal with respect to the overlap matrix `S`. -/
def SOrthonormal (S : Matrix m m 𝕜) (C : Matrix m n 𝕜) : Prop :=
  Cᴴ * S * C = 1
```

The occupied space is the set of all C x, a subspace of coefficient vectors.

```lean
/-- The space spanned by the orbitals in the columns of `C`. -/
def occupiedSpace {𝕜 m n : Type*} [RCLike 𝕜] [Fintype n] (C : Matrix m n 𝕜) :
    Submodule 𝕜 (m → 𝕜) :=
  LinearMap.range C.mulVecLin
```

The overlaps between the two sets of orbitals form the n × n matrix U = Cᴴ S L. Its Lean name is `rotation`, although its determinant need not be 1.

```lean
/-- The matrix `Cᴴ S L` of overlaps between the orbitals `C` and the orbitals `L`. -/
def rotation {𝕜 m n : Type*} [RCLike 𝕜] [Fintype m]
    (S : Matrix m m 𝕜) (C L : Matrix m n 𝕜) : Matrix n n 𝕜 :=
  Cᴴ * S * L
```

## (a) Overlaps between the two sets

Let Cᴴ S C = 1 and L Lᴴ = C Cᴴ. Show that U = Cᴴ S L is unitary:

U Uᴴ = 1

**Solution.** The adjoint of the orthonormality condition is Cᴴ Sᴴ C = 1. Multiply out, and replace the density of L by that of C:

U Uᴴ = Cᴴ S (L Lᴴ) Sᴴ C = (Cᴴ S C)(Cᴴ Sᴴ C) = 1

Since U is square, Uᴴ U = 1 follows. The `calc` block is this chain, and `hS` is the adjoint condition.

```lean
/-- If `C` is orthonormal and `L` has the same density matrix and the same number of columns,
the overlaps between the two sets of orbitals form a unitary matrix. -/
theorem rotation_mem_unitaryGroup {S : Matrix m m 𝕜} {C L : Matrix m n 𝕜}
    (hC : SOrthonormal S C) (hP : density L = density C) :
    rotation S C L ∈ Matrix.unitaryGroup n 𝕜 := by
  have h : Cᴴ * S * C = 1 := hC
  have hS : Cᴴ * Sᴴ * C = 1 := by
    have h2 := congrArg conjTranspose h
    simpa [conjTranspose_mul, Matrix.mul_assoc] using h2
  have hP' : L * Lᴴ = C * Cᴴ := hP
  rw [Matrix.mem_unitaryGroup_iff, Matrix.star_eq_conjTranspose]
  unfold rotation
  -- the density of `L` appears in the middle and is replaced by that of `C`
  calc (Cᴴ * S * L) * (Cᴴ * S * L)ᴴ = Cᴴ * S * (L * Lᴴ) * Sᴴ * C := by
        simp only [conjTranspose_mul, conjTranspose_conjTranspose, Matrix.mul_assoc]
    _ = Cᴴ * S * (C * Cᴴ) * Sᴴ * C := by rw [hP']
    _ = (Cᴴ * S * C) * (Cᴴ * Sᴴ * C) := by simp only [Matrix.mul_assoc]
    _ = 1 := by rw [h, hS, Matrix.mul_one]
```

## (b) Recovering L from C

Under the same hypotheses, show that the overlaps are the mixing coefficients:

L = C (Cᴴ S L)

**Solution.** First rotate L backwards:

L Uᴴ = (L Lᴴ) Sᴴ C = C (Cᴴ Sᴴ C) = C

Then multiply by U from the right and use Uᴴ U = 1:

L = L Uᴴ U = C U

The first line is `hback` in the proof; the final `calc` is the second.

```lean
/-- If `C` is orthonormal and `L` has the same density matrix and the same number of columns,
then `L` is obtained from `C` by mixing the orbitals with their mutual overlaps. -/
theorem eq_mul_rotation {S : Matrix m m 𝕜} {C L : Matrix m n 𝕜}
    (hC : SOrthonormal S C) (hP : density L = density C) :
    L = C * rotation S C L := by
  have h : Cᴴ * S * C = 1 := hC
  have hS : Cᴴ * Sᴴ * C = 1 := by
    have h2 := congrArg conjTranspose h
    simpa [conjTranspose_mul, Matrix.mul_assoc] using h2
  have hP' : L * Lᴴ = C * Cᴴ := hP
  have hU : (rotation S C L)ᴴ * rotation S C L = 1 :=
    Matrix.mem_unitaryGroup_iff'.mp (rotation_mem_unitaryGroup hC hP)
  -- rotating `L` backwards gives `C`
  have hback : L * (rotation S C L)ᴴ = C := by
    unfold rotation
    calc L * (Cᴴ * S * L)ᴴ = (L * Lᴴ) * Sᴴ * C := by
          simp only [conjTranspose_mul, conjTranspose_conjTranspose, Matrix.mul_assoc]
      _ = C * (Cᴴ * Sᴴ * C) := by rw [hP']; simp only [Matrix.mul_assoc]
      _ = C := by rw [hS, Matrix.mul_one]
  calc L = L * ((rotation S C L)ᴴ * rotation S C L) := by rw [hU, Matrix.mul_one]
    _ = (L * (rotation S C L)ᴴ) * rotation S C L := by rw [Matrix.mul_assoc]
    _ = C * rotation S C L := by rw [hback]
```

## (c) Orthonormality after mixing

Now let U be any unitary n × n matrix and let Cᴴ S C = 1. Show that the mixed orbitals are orthonormal:

(C U)ᴴ S (C U) = 1

**Solution.** The orthonormality of C removes the inner factor:

(C U)ᴴ S (C U) = Uᴴ (Cᴴ S C) U = Uᴴ U = 1

```lean
/-- A unitary mixing of orthonormal orbitals gives orthonormal orbitals. -/
theorem SOrthonormal.mul_unitary {S : Matrix m m 𝕜} {C : Matrix m n 𝕜} {U : Matrix n n 𝕜}
    (hC : SOrthonormal S C) (hU : U ∈ Matrix.unitaryGroup n 𝕜) : SOrthonormal S (C * U) := by
  have h : Cᴴ * S * C = 1 := hC
  have hU' : Uᴴ * U = 1 := Matrix.mem_unitaryGroup_iff'.mp hU
  unfold SOrthonormal
  calc (C * U)ᴴ * S * (C * U) = Uᴴ * (Cᴴ * S * C) * U := by
        simp only [conjTranspose_mul, Matrix.mul_assoc]
    _ = 1 := by rw [h, Matrix.mul_one, hU']
```

## (d) The span after mixing

For any C and any unitary U, show that

span(C U) = span(C)

**Solution.** A vector of the left-hand space is (C U) x = C (U x), which lies in span(C). Conversely,

C x = (C U)(Uᴴ x)

because U Uᴴ = 1. The Lean proof splits the equality into these two inclusions and supplies the vectors U x and Uᴴ x. Orthonormality plays no part.

```lean
/-- A unitary mixing of orbitals leaves the space they span unchanged. -/
theorem occupiedSpace_mul_unitary {m : Type*} (C : Matrix m n 𝕜) {U : Matrix n n 𝕜}
    (hU : U ∈ Matrix.unitaryGroup n 𝕜) : occupiedSpace (C * U) = occupiedSpace C := by
  have hU' : U * Uᴴ = 1 := Matrix.mem_unitaryGroup_iff.mp hU
  apply le_antisymm
  · rintro _ ⟨x, rfl⟩
    exact ⟨U *ᵥ x, by simp only [Matrix.mulVecLin_apply, Matrix.mulVec_mulVec]⟩
  · rintro _ ⟨x, rfl⟩
    exact ⟨Uᴴ *ᵥ x, by
      simp only [Matrix.mulVecLin_apply, Matrix.mulVec_mulVec, Matrix.mul_assoc, hU',
        Matrix.mul_one]⟩
```

## (e) Cholesky orbitals as occupied orbitals

Let Cᴴ S C = 1 and L Lᴴ = C Cᴴ, with equally many columns in L and C. Show that L is a unitary mixing of C and that

Lᴴ S L = 1 and span(L) = span(C)

**Solution.** Parts (a) and (b) give L = C U with U unitary. Insert this into (c) and (d).

With a single orbital, U is one number u with |u| = 1. The Cholesky orbital is then the original orbital up to a phase, or up to a sign over ℝ.

The theorem takes the factorisation L Lᴴ = C Cᴴ as a hypothesis. The step left to the real setting is that a program's decomposition, with its rounding and its stopping threshold, delivers such a factor with exactly n columns.

```lean
/-- Let `C` be orthonormal and let `L`, with as many columns, factorise the same density matrix.
Then `L` is a unitary mixing of `C`, is itself orthonormal, and spans the same occupied space. -/
theorem cholesky_orbitals {S : Matrix m m 𝕜} {C L : Matrix m n 𝕜}
    (hC : SOrthonormal S C) (hP : density L = density C) :
    (∃ U ∈ Matrix.unitaryGroup n 𝕜, L = C * U) ∧
      SOrthonormal S L ∧ occupiedSpace L = occupiedSpace C := by
  obtain ⟨U, hU, hL⟩ : ∃ U ∈ Matrix.unitaryGroup n 𝕜, L = C * U :=
    ⟨_, rotation_mem_unitaryGroup hC hP, eq_mul_rotation hC hP⟩
  refine ⟨⟨U, hU, hL⟩, ?_, ?_⟩
  · rw [hL]
    exact hC.mul_unitary hU
  · rw [hL]
    exact occupiedSpace_mul_unitary C hU
```

## (f) Equal densities and unitary mixing

Let C be orthonormal, and let L be any matrix of the same size as C. Show the equivalence

L Lᴴ = C Cᴴ ⇔ L = C U for some unitary U

**Solution.** The forward direction is (e). For the converse,

(C U)(C U)ᴴ = C (U Uᴴ) Cᴴ = C Cᴴ

```lean
/-- For orthonormal `C`, a set `L` of equally many orbitals has the same density matrix
exactly when it is a unitary mixing of `C`. -/
theorem density_eq_iff {S : Matrix m m 𝕜} {C L : Matrix m n 𝕜} (hC : SOrthonormal S C) :
    density L = density C ↔ ∃ U ∈ Matrix.unitaryGroup n 𝕜, L = C * U := by
  refine ⟨fun hP => (cholesky_orbitals hC hP).1, ?_⟩
  rintro ⟨U, hU, rfl⟩
  have hU' : U * Uᴴ = 1 := Matrix.mem_unitaryGroup_iff.mp hU
  unfold density
  calc (C * U) * (C * U)ᴴ = C * (U * Uᴴ) * Cᴴ := by
        simp only [conjTranspose_mul, Matrix.mul_assoc]
    _ = C * Cᴴ := by rw [hU', Matrix.mul_one]
```

A neighbouring result concerns an L with a different number of columns, for instance one padded with zero columns. The computation in (a) still gives U Uᴴ = 1 for the now rectangular U, and that in (b) still gives L Uᴴ = C. Expanding (L − C U)(L − C U)ᴴ then gives zero, so L = C U again. However, Lᴴ S L = Uᴴ U is now only a projector, and the extra columns spoil orthonormality. This variant has no Lean proof here.

## (g) What the pivots fix

Part (f) leaves a whole family of factors, from which the triangular shape selects. Let the k columns be numbered from 0, as in Lean, and let p(0), …, p(k−1) be the pivot rows. A real matrix L has the pivoted shape if L(p(i), j) = 0 for i < j and L(p(i), i) > 0 for every i. This records the outcome of pivoting, not the rule by which an algorithm picks its pivots.

```lean
/-- The shape of a pivoted Cholesky factor: on the pivot rows `p 0, p 1, …` the matrix `L` is
lower triangular with positive diagonal. -/
def IsPivotedLower {m : Type*} {k : ℕ} (p : Fin k → m) (L : Matrix m (Fin k) ℝ) : Prop :=
  (∀ i j, i < j → L (p i) j = 0) ∧ ∀ i, 0 < L (p i) i
```

Let L and L′ be real, with this shape for the same pivots in the same order, and let L Lᵀ = L′ L′ᵀ. Show that

L = L′

**Solution.** Proceed by strong induction on the column j, assuming that all earlier columns agree. Compare the entries of the two densities in row a and column p(j):

∑ᵢ L(a, i) L(p(j), i) = ∑ᵢ L′(a, i) L′(p(j), i)

The terms with i < j agree by induction, and those with i > j vanish by the triangular shape. What remains is

L(a, j) L(p(j), j) = L′(a, j) L′(p(j), j)

For a = p(j) this equates two squares. Both pivots are positive, so they are equal, and cancelling them gives L(a, j) = L′(a, j) for every row a.

In the proof, `split` isolates term j, `key` is the remaining equation, and `hd` is the equality of the pivots. Neither S nor orthonormality enters. The theorem gives uniqueness only; that a factor with given pivots exists is a separate matter. For a single column, the positive pivot settles the sign left open in (e).

```lean
/-- Real Cholesky orbitals are fixed by the density matrix and the order of the pivots:
two pivoted Cholesky factors with the same pivots and the same density coincide. -/
theorem cholesky_unique {m : Type*} {k : ℕ} {p : Fin k → m} {L L' : Matrix m (Fin k) ℝ}
    (hL : IsPivotedLower p L) (hL' : IsPivotedLower p L') (hP : density L = density L') :
    L = L' := by
  have hent : ∀ a b, ∑ i, L a i * L b i = ∑ i, L' a i * L' b i := by
    intro a b
    have h := congrFun (congrFun hP a) b
    simpa [density, Matrix.mul_apply] using h
  have hcol : ∀ j a, L a j = L' a j := by
    intro j
    induction' j using WellFoundedLT.induction with j ih
    have split : ∀ (M : Matrix m (Fin k) ℝ) (a : m),
        M a j * M (p j) j + ∑ i ∈ Finset.univ.erase j, M a i * M (p j) i
          = ∑ i, M a i * M (p j) i := fun M a =>
      Finset.add_sum_erase _ (fun i => M a i * M (p j) i) (Finset.mem_univ j)
    -- earlier columns agree, later ones vanish on the pivot row
    have key : ∀ a, L a j * L (p j) j = L' a j * L' (p j) j := by
      intro a
      have rest : ∑ i ∈ Finset.univ.erase j, L a i * L (p j) i
          = ∑ i ∈ Finset.univ.erase j, L' a i * L' (p j) i := by
        refine Finset.sum_congr rfl fun i hi => ?_
        rcases lt_or_gt_of_ne (Finset.ne_of_mem_erase hi) with h | h
        · rw [ih i h a, ih i h (p j)]
        · rw [hL.1 j i h, hL'.1 j i h, mul_zero, mul_zero]
      linarith [split L a, split L' a, hent a (p j)]
    -- positivity fixes the sign of the pivot
    have hd : L (p j) j = L' (p j) j := by
      rcases mul_self_eq_mul_self_iff.mp (key (p j)) with h | h
      · exact h
      · linarith [hL.2 j, hL'.2 j]
    intro a
    have h := key a
    rw [hd] at h
    exact mul_right_cancel₀ (hL'.2 j).ne' h
  ext a j
  exact hcol j a
```

## (h) Two orbitals in three basis functions

The overlap matrix below is not diagonal. Its first basis function has squared norm 2. After normalisation, its overlap with the second function is −1/√2, and the first rows of C and L are multiplied by √2.

```lean
/-- An overlap matrix of three non-orthogonal basis functions. -/
def exampleS : Matrix (Fin 3) (Fin 3) ℝ := !![2, -1, 0; -1, 1, 1/2; 0, 1/2, 1]
```

The two orbitals have columns (3/5, 7/5, 0) and (−4/5, −1/5, 0).

```lean
/-- Coefficients of two orbitals in the three basis functions. -/
def exampleC : Matrix (Fin 3) (Fin 2) ℝ := !![3/5, -4/5; 7/5, -1/5; 0, 0]
```

The candidate factor has columns (1, 1, 0) and (0, 1, 0).

```lean
/-- A lower triangular coefficient matrix of two orbitals. -/
def exampleL : Matrix (Fin 3) (Fin 2) ℝ := !![1, 0; 1, 1; 0, 0]
```

Show that these matrices satisfy

Cᵀ S C = 1 and L Lᵀ = C Cᵀ

and that L has the pivoted shape for the first two rows.

**Solution.** Write c₀ and c₁ for the columns of C. Then S c₀ = (−1/5, 4/5, 7/10) and S c₁ = (−7/5, 3/5, −1/10), so

c₀ᵀ S c₀ = −3/25 + 28/25 = 1

c₁ᵀ S c₀ = 4/25 − 4/25 = 0

c₁ᵀ S c₁ = 28/25 − 3/25 = 1

The remaining entry, c₀ᵀ S c₁, vanishes because S is symmetric. Both densities have the upper left block with rows (1, 1) and (1, 2), and zeros elsewhere. On the pivot rows, L has rows (1, 0) and (1, 1), which is lower triangular with positive diagonal. The mixing matrix U = Cᵀ S L has rows (3/5, 4/5) and (−4/5, 3/5), a plane rotation.

Lean checks the two matrix equations and the shape entry by entry.

```lean
/-- The example orbitals `exampleC` are orthonormal for `exampleS`, and `exampleL` is a pivoted
Cholesky factor of their density matrix. -/
theorem cholesky_orbitals_witness :
    SOrthonormal exampleS exampleC ∧ density exampleL = density exampleC ∧
      IsPivotedLower ![0, 1] exampleL := by
  refine ⟨?_, ?_, ?_, ?_⟩
  · unfold SOrthonormal
    ext i j
    fin_cases i <;> fin_cases j <;>
      norm_num [exampleS, exampleC, Matrix.mul_apply, Fin.sum_univ_succ]
  · unfold density
    ext i j
    fin_cases i <;> fin_cases j <;>
      norm_num [exampleL, exampleC, Matrix.mul_apply, Fin.sum_univ_succ]
  · intro i j h
    fin_cases i <;> fin_cases j <;> simp_all [exampleL]
  · intro i
    fin_cases i <;> simp [exampleL]

end

end CholeskyOrbitals
```

```lean
#print axioms CholeskyOrbitals.cholesky_orbitals
-- 'CholeskyOrbitals.cholesky_orbitals' depends on axioms: [propext, Classical.choice, Quot.sound]
#print axioms CholeskyOrbitals.density_eq_iff
-- 'CholeskyOrbitals.density_eq_iff' depends on axioms: [propext, Classical.choice, Quot.sound]
#print axioms CholeskyOrbitals.cholesky_unique
-- 'CholeskyOrbitals.cholesky_unique' depends on axioms: [propext, Classical.choice, Quot.sound]
```
